# Particle-hole symmetry removes thermal bond orders between distinct equal-sign modes of a real symmetric Hamiltonian

Take three spinless sites 0, 1, 2 in an open chain, with hopping amplitude 1 between neighbours and no interaction. The one-particle energies are √2, 0 and −√2, with orbitals (1, √2, 1)/2, (1, 0, −1)/√2 and (1, −√2, 1)/2. Choose the inverse temperature β so that exp(β√2) = 3. At zero chemical potential the Fermi occupations are 1/4, 1/2 and 3/4, and the normalised bond orders are

⟨c_0ᵀ c_2⟩ = (1/4)(1/4) − (1/2)(1/2) + (1/4)(3/4) = 0

⟨c_0ᵀ c_1⟩ = (√2/4)(1/4 − 3/4) = −√2/8.

The bond order between the two end sites vanishes because the levels ±√2 have occupations that sum to 1 and the zero level is half filled. Particle-hole symmetry gives the same zero when interactions between densities measured from one half are present and the sum over one-particle levels with Fermi occupations no longer applies in general.

## The identity and its use in cluster codes

Let H be a real symmetric matrix, c_i the real annihilation matrix of mode i, and c_iᵀ its creator. Define the unnormalised bond order

B_ij = tr(exp(−βH) c_iᵀ c_j).

Suppose an invertible W satisfies WHW⁻¹ = H, Wc_iW⁻¹ = e_i c_iᵀ and Wc_iᵀW⁻¹ = e_i c_i, where e_i is the sublattice sign. Then B_ij = 0 whenever i ≠ j and e_i = e_j. Division by tr exp(−βH) leaves the zero unchanged.

For a finite Hubbard cluster with real hopping between sublattices only, interactions centred at half filling and such a W, an exact-diagonalisation code should return zero, up to rounding, for these entries of the thermal one-body density matrix when the trace runs over all particle numbers. A stray on-site energy or same-sublattice hop can spoil the zero.

## Two relations between B_ij and B_ji

Write T(A) = WAW⁻¹. T preserves traces and products, and T(exp(−βH)) = exp(−βT(H)) = exp(−βH). For i ≠ j, c_i c_jᵀ = −c_jᵀ c_i, so

B_ij = e_i e_j tr(exp(−βH) c_i c_jᵀ) = −e_i e_j B_ji.

Transposing inside the trace, with H symmetric, gives

B_ij = tr(c_jᵀ c_i exp(−βH)) = B_ji.

For e_i = e_j these combine to (1 + e_j²)B_ij = 0. The factor is positive, so B_ij = 0.

The interacting model is

H = Σ_ij t_ij c_iᵀ c_j + Σ_ij V_ij x_i x_j, with x_i = c_iᵀ c_i − 1/2.

Symmetric t and V make H symmetric, since transposition only exchanges i and j in each term. Applying T to c_i c_iᵀ + c_iᵀ c_i = 1 gives e_i² = 1. Hence

T(x_i) = c_i c_iᵀ − 1/2 = −x_i,

and each product x_i x_j is invariant. For opposite signs,

T(c_iᵀ c_j) = −e_i e_j c_jᵀ c_i = c_jᵀ c_i,

so symmetric hopping is invariant as a sum.

## The Lean file

```lean
import Mathlib

open Matrix

namespace InteractingBondOrder

noncomputable section

variable {n ι : Type*} [Fintype n] [DecidableEq n]

/-- Conjugation `A ↦ W A W⁻¹` of operators by an invertible matrix `W`. -/
def transform (W : (Matrix n n ℝ)ˣ) : Matrix n n ℝ →ₐ[ℝ] Matrix n n ℝ where
  toFun A := (W : Matrix n n ℝ) * A * ((W⁻¹ : (Matrix n n ℝ)ˣ) : Matrix n n ℝ)
  map_one' := by simp only [mul_one, Units.mul_inv]
  map_mul' A B := by simp only [mul_assoc, Units.inv_mul_cancel_left]
  map_zero' := by simp only [mul_zero, zero_mul]
  map_add' A B := by simp only [mul_add, add_mul]
  commutes' r := by
    simp only [Algebra.algebraMap_eq_smul_one, mul_smul_comm, mul_one, smul_mul_assoc,
      Units.mul_inv]

/-- The anticommutator of an annihilator `c i` with a creator `(c j)ᵀ` is `δ_ij`. -/
def MixedCAR [DecidableEq ι] (c : ι → Matrix n n ℝ) : Prop :=
  ∀ i j, c i * (c j)ᵀ + (c j)ᵀ * c i = if i = j then 1 else 0

/-- `W` exchanges the annihilator and the creator of each mode, up to a factor `e i`. -/
def ParticleHole (W : (Matrix n n ℝ)ˣ) (e : ι → ℝ) (c : ι → Matrix n n ℝ) : Prop :=
  ∀ i, transform W (c i) = e i • (c i)ᵀ ∧ transform W (c i)ᵀ = e i • c i

/-- The unnormalised thermal bond order `tr(exp(-βH) c_iᵀ c_j)`. -/
def bondOrder (β : ℝ) (H : Matrix n n ℝ) (c : ι → Matrix n n ℝ) (i j : ι) : ℝ :=
  trace (NormedSpace.exp ((-β) • H) * ((c i)ᵀ * c j))

/-- The occupation of mode `i` measured from one half. -/
def excess (c : ι → Matrix n n ℝ) (i : ι) : Matrix n n ℝ :=
  (c i)ᵀ * c i - (1 / 2 : ℝ) • (1 : Matrix n n ℝ)

/-- Hopping `t` plus density-density interaction `V`, with densities measured from one half. -/
def hamiltonian [Fintype ι] (t V : Matrix ι ι ℝ) (c : ι → Matrix n n ℝ) : Matrix n n ℝ :=
  (∑ i, ∑ j, t i j • ((c i)ᵀ * c j)) + (∑ i, ∑ j, V i j • (excess c i * excess c j))

/-- Conjugation by `W` preserves the trace. -/
theorem trace_transform (W : (Matrix n n ℝ)ˣ) (A : Matrix n n ℝ) :
    trace (transform W A) = trace A := by
  change trace ((W : Matrix n n ℝ) * A * ((W⁻¹ : (Matrix n n ℝ)ˣ) : Matrix n n ℝ)) = _
  rw [Matrix.trace_mul_comm, ← mul_assoc, Units.inv_mul, one_mul]

/-- If `W` leaves the Hamiltonian invariant, it leaves the Boltzmann operator invariant. -/
theorem transform_boltzmann {W : (Matrix n n ℝ)ˣ} {H : Matrix n n ℝ}
    (hH : transform W H = H) (β : ℝ) :
    transform W (NormedSpace.exp ((-β) • H)) = NormedSpace.exp ((-β) • H) := by
  have h := Matrix.exp_units_conj W ((-β) • H)
  calc transform W (NormedSpace.exp ((-β) • H))
      = NormedSpace.exp (transform W ((-β) • H)) := h.symm
    _ = NormedSpace.exp ((-β) • H) := by rw [map_smul, hH]

/-- For a real symmetric Hamiltonian the bond order is symmetric in its two modes. -/
theorem bondOrder_symm {H : Matrix n n ℝ} (hH : H.IsSymm) (β : ℝ)
    (c : ι → Matrix n n ℝ) (i j : ι) : bondOrder β H c i j = bondOrder β H c j i := by
  unfold bondOrder
  rw [← Matrix.trace_transpose, transpose_mul, transpose_mul, transpose_transpose,
    ← Matrix.exp_transpose, transpose_smul, hH.eq, Matrix.trace_mul_comm]

/-- Particle-hole symmetry relates the bond order of two distinct modes to the reversed one. -/
theorem bondOrder_particleHole [DecidableEq ι] {W : (Matrix n n ℝ)ˣ} {H : Matrix n n ℝ}
    {c : ι → Matrix n n ℝ} {e : ι → ℝ} (hc : MixedCAR c) (hW : ParticleHole W e c)
    (hWH : transform W H = H) (β : ℝ) {i j : ι} (hij : i ≠ j) :
    bondOrder β H c i j = -(e i * e j) * bondOrder β H c j i := by
  have h := hc i j
  rw [if_neg hij] at h
  unfold bondOrder
  -- conjugate under the trace, then reorder the two fermion operators
  rw [← trace_transform W, map_mul, map_mul, transform_boltzmann hWH, (hW i).2, (hW j).1,
    smul_mul_smul_comm, eq_neg_of_add_eq_zero_left h, smul_neg, mul_neg, Matrix.trace_neg,
    mul_smul_comm, Matrix.trace_smul, smul_eq_mul, neg_mul]

/-- For a real symmetric, particle-hole invariant Hamiltonian the thermal bond order between
two distinct modes with the same particle-hole sign is zero. -/
theorem bondOrder_eq_zero [DecidableEq ι] {W : (Matrix n n ℝ)ˣ} {H : Matrix n n ℝ}
    {c : ι → Matrix n n ℝ} {e : ι → ℝ} (hH : H.IsSymm) (hc : MixedCAR c)
    (hW : ParticleHole W e c) (hWH : transform W H = H) (β : ℝ) {i j : ι}
    (hij : i ≠ j) (he : e i = e j) : bondOrder β H c i j = 0 := by
  have h := bondOrder_particleHole hc hW hWH β hij
  rw [← bondOrder_symm hH β c i j, he] at h
  -- the bond order equals a nonpositive multiple of itself
  have h2 : (1 + e j * e j) * bondOrder β H c i j = 0 := by linear_combination h
  have h3 : 1 + e j * e j ≠ 0 := by nlinarith [mul_self_nonneg (e j)]
  exact (mul_eq_zero.mp h2).resolve_left h3

/-- The anticommutation relations force each particle-hole factor to square to one. -/
theorem sign_sq [DecidableEq ι] [Nonempty n] {W : (Matrix n n ℝ)ˣ}
    {c : ι → Matrix n n ℝ} {e : ι → ℝ} (hc : MixedCAR c) (hW : ParticleHole W e c) (i : ι) :
    e i * e i = 1 := by
  have h0 := hc i i
  rw [if_pos rfl] at h0
  have h := congrArg (transform W) h0
  rw [map_add, map_mul, map_mul, map_one, (hW i).1, (hW i).2, smul_mul_smul_comm,
    smul_mul_smul_comm, ← smul_add, add_comm ((c i)ᵀ * c i), h0] at h
  obtain ⟨a⟩ := ‹Nonempty n›
  have h2 : ((e i * e i) • (1 : Matrix n n ℝ)) a a = (1 : Matrix n n ℝ) a a := by rw [h]
  rwa [Matrix.smul_apply, Matrix.one_apply_eq, smul_eq_mul, mul_one] at h2

/-- Symmetric hopping and interaction matrices give a real symmetric Hamiltonian. -/
theorem hamiltonian_isSymm [Fintype ι] {t V : Matrix ι ι ℝ} (ht : t.IsSymm) (hV : V.IsSymm)
    (c : ι → Matrix n n ℝ) : (hamiltonian t V c).IsSymm := by
  have hx : ∀ i, (excess c i)ᵀ = excess c i := fun i => by
    unfold excess
    rw [transpose_sub, transpose_mul, transpose_transpose, transpose_smul, transpose_one]
  change (hamiltonian t V c)ᵀ = hamiltonian t V c
  unfold hamiltonian
  rw [transpose_add]
  congr 1
  · simp only [transpose_sum, transpose_smul, transpose_mul, transpose_transpose]
    refine Finset.sum_comm.trans ?_
    refine Finset.sum_congr rfl fun i _ => Finset.sum_congr rfl fun j _ => ?_
    rw [ht.apply i j]
  · simp only [transpose_sum, transpose_smul, transpose_mul, hx]
    refine Finset.sum_comm.trans ?_
    refine Finset.sum_congr rfl fun i _ => Finset.sum_congr rfl fun j _ => ?_
    rw [hV.apply i j]

/-- With symmetric hopping only between modes of different sign, the Hamiltonian is particle-hole
invariant for every matrix `V` coupling densities measured from one half. -/
theorem transform_hamiltonian [Fintype ι] [DecidableEq ι] [Nonempty n]
    {W : (Matrix n n ℝ)ˣ} {c : ι → Matrix n n ℝ} {e : ι → ℝ} {t : Matrix ι ι ℝ}
    (hc : MixedCAR c) (hW : ParticleHole W e c) (ht : t.IsSymm)
    (hbip : ∀ i j, e i = e j → t i j = 0) (V : Matrix ι ι ℝ) :
    transform W (hamiltonian t V c) = hamiltonian t V c := by
  -- the occupation measured from one half changes sign
  have hx : ∀ i, transform W (excess c i) = -excess c i := fun i => by
    have h := hc i i
    rw [if_pos rfl] at h
    unfold excess
    rw [map_sub, map_mul, map_smul, map_one, (hW i).1, (hW i).2, smul_mul_smul_comm,
      sign_sq hc hW i, one_smul, eq_sub_of_add_eq h]
    module
  unfold hamiltonian
  rw [map_add]
  congr 1
  · simp only [map_sum, map_smul]
    refine Finset.sum_comm.trans ?_
    refine Finset.sum_congr rfl fun i _ => Finset.sum_congr rfl fun j _ => ?_
    rw [ht.apply i j]
    by_cases h : e i = e j
    · rw [hbip i j h, zero_smul, zero_smul]
    · -- a hop between opposite signs is mapped to the reversed hop
      have hji : j ≠ i := fun h' => h (by rw [h'])
      have hs : e j * e i = -1 := by
        have h1 : (e i - e j) * (e i + e j) = 0 := by
          linear_combination sign_sq hc hW i - sign_sq hc hW j
        have h2 := (mul_eq_zero.mp h1).resolve_left (sub_ne_zero.mpr h)
        linear_combination e j * h2 - sign_sq hc hW j
      have ha := hc j i
      rw [if_neg hji] at ha
      rw [map_mul, (hW j).2, (hW i).1, smul_mul_smul_comm, hs,
        eq_neg_of_add_eq_zero_left ha, neg_smul, one_smul, neg_neg]
  · simp only [map_sum, map_smul, map_mul, hx, neg_mul_neg]

/-- In the interacting model with symmetric `t` and `V` and hopping only between opposite signs,
thermal bond orders between distinct modes of equal sign vanish. -/
theorem hamiltonian_bondOrder_eq_zero [Fintype ι] [DecidableEq ι] [Nonempty n]
    {W : (Matrix n n ℝ)ˣ} {c : ι → Matrix n n ℝ} {e : ι → ℝ} {t V : Matrix ι ι ℝ}
    (hc : MixedCAR c) (hW : ParticleHole W e c) (ht : t.IsSymm) (hV : V.IsSymm)
    (hbip : ∀ i j, e i = e j → t i j = 0) (β : ℝ) {i j : ι} (hij : i ≠ j)
    (he : e i = e j) : bondOrder β (hamiltonian t V c) c i j = 0 :=
  bondOrder_eq_zero (hamiltonian_isSymm ht hV c) hc hW
    (transform_hamiltonian hc hW ht hbip V) β hij he

/-- Entrywise inclusion of integer matrices into real matrices. -/
def castR : Matrix (Fin 8) (Fin 8) ℤ →+* Matrix (Fin 8) (Fin 8) ℝ :=
  (Int.castRingHom ℝ).mapMatrix

/-- Integer annihilators of three modes; binary digits of the basis label are occupations. -/
def chainInt (k : Fin 3) : Matrix (Fin 8) (Fin 8) ℤ := Matrix.of fun a b =>
  if b.val = a.val + 2 ^ k.val ∧ a.val / 2 ^ k.val % 2 = 0 then
    (-1) ^ (∑ l ∈ Finset.range k.val, a.val / 2 ^ l % 2) else 0

/-- The integer matrix that inverts all three occupations. -/
def flipInt : Matrix (Fin 8) (Fin 8) ℤ :=
  Matrix.of fun a b => if a.val + b.val = 7 then 1 else 0

/-- The real annihilators of a three-site chain. -/
def chain (k : Fin 3) : Matrix (Fin 8) (Fin 8) ℝ := castR (chainInt k)

/-- The inversion of all three occupations as an invertible real matrix. -/
def flipAll : (Matrix (Fin 8) (Fin 8) ℝ)ˣ where
  val := castR flipInt
  inv := castR flipInt
  val_inv := by rw [← map_mul, (by decide +kernel : flipInt * flipInt = 1), map_one]
  inv_val := by rw [← map_mul, (by decide +kernel : flipInt * flipInt = 1), map_one]

/-- Nearest-neighbour hopping on the open three-site chain. -/
def hop : Matrix (Fin 3) (Fin 3) ℝ := !![0, 1, 0; 1, 0, 1; 0, 1, 0]

/-- The three-site chain satisfies the anticommutation relations and the particle-hole
relations with alternating signs, and its symmetric hopping joins only opposite signs. -/
theorem chain_witness :
    (∀ i j, chain i * chain j + chain j * chain i = 0) ∧ MixedCAR chain ∧
    ParticleHole flipAll (fun k : Fin 3 => (-1 : ℝ) ^ k.val) chain ∧ hop.IsSymm ∧
    (∀ i j : Fin 3, (-1 : ℝ) ^ i.val = (-1 : ℝ) ^ j.val → hop i j = 0) := by
  have hT : ∀ M, castR Mᵀ = (castR M)ᵀ := fun _ => rfl
  have hz : ∀ (z : ℤ) M, castR (z • M) = (z : ℝ) • castR M := fun z M => by
    ext a b
    have h : (z • M) a b = z * M a b := by rfl
    change (((z • M) a b : ℤ) : ℝ) = (z : ℝ) * ((M a b : ℤ) : ℝ)
    rw [h, Int.cast_mul]
  -- the identities between integer matrices are checked by computation
  have h1 : ∀ i j, chainInt i * chainInt j + chainInt j * chainInt i = 0 := by
    decide +kernel
  have h2 : ∀ i j, chainInt i * (chainInt j)ᵀ + (chainInt j)ᵀ * chainInt i
      = if i = j then 1 else 0 := by decide +kernel
  have h3 : ∀ k : Fin 3, flipInt * chainInt k * flipInt
      = ((-1 : ℤ) ^ k.val) • (chainInt k)ᵀ := by decide +kernel
  have h4 : ∀ k : Fin 3, flipInt * (chainInt k)ᵀ * flipInt
      = ((-1 : ℤ) ^ k.val) • chainInt k := by decide +kernel
  have hs : ∀ k : Fin 3, (((-1 : ℤ) ^ k.val : ℤ) : ℝ) = (-1 : ℝ) ^ k.val := fun k => by
    norm_num
  refine ⟨fun i j => ?_, fun i j => ?_, fun k => ⟨?_, ?_⟩, ?_, ?_⟩
  · have h := congrArg castR (h1 i j)
    rw [map_add, map_mul, map_mul, map_zero] at h
    exact h
  · have h := congrArg castR (h2 i j)
    rw [map_add, map_mul, map_mul, hT, apply_ite castR, map_one, map_zero] at h
    exact h
  · have h := congrArg castR (h3 k)
    rw [map_mul, map_mul, hz, hs, hT] at h
    exact h
  · have h := congrArg castR (h4 k)
    rw [map_mul, map_mul, hz, hs, hT] at h
    exact h
  · ext i j
    fin_cases i <;> fin_cases j <;> simp [hop]
  · intro i j
    fin_cases i <;> fin_cases j <;> norm_num [hop]

end

end InteractingBondOrder
```

```lean
#print axioms InteractingBondOrder.bondOrder_eq_zero
-- 'InteractingBondOrder.bondOrder_eq_zero' depends on axioms: [propext, Classical.choice, Quot.sound]
#print axioms InteractingBondOrder.hamiltonian_bondOrder_eq_zero
-- 'InteractingBondOrder.hamiltonian_bondOrder_eq_zero' depends on axioms: [propext, Classical.choice, Quot.sound]
```

## Full trace, half filling and a supplied W

`transform` is T, `MixedCAR` is the anticommutator of annihilators with creators, and `ParticleHole` holds the two relations for W. The index type `n` labels basis states and `ι` labels modes, which may carry site and spin. `bondOrder_particleHole` and `bondOrder_symm` are the two relations above; `bondOrder_eq_zero` combines them with `linear_combination`, and `nlinarith` shows that the factor is nonzero.

`hamiltonian_bondOrder_eq_zero` covers the interacting model, using `hamiltonian_isSymm` and `transform_hamiltonian`. Its condition `hbip` forbids hopping between equal signs, including the diagonal t_ii, so on-site energies are absent and the chemical potential sits at half filling. Both orders of each pair are summed: a Hubbard term U x_↑ x_↓ needs V_↑↓ = V_↓↑ = U/2.

The trace runs over the whole matrix space, which for Fock space means the grand-canonical ensemble; fixed-particle-number traces are not treated. Complex hopping, as in a magnetic flux, is also excluded.

W is a hypothesis, and the file does not construct it for a general cluster. `chain_witness` verifies the required relations for the three-site chain, with 8×8 matrices and the map that inverts every occupation. `decide +kernel` checks the integer identities, and `castR` carries them to the reals.
